# For a convex, positively homogeneous surface energy in finite dimension, every Wulff plane touches the Wulff shape

The Wulff shape of a surface energy `γ` is the set of points `x` with ⟨m, x⟩ ≤ γ(m) for every vector m. The theorem `exists_contact_point` says that, in a finite-dimensional real inner product space and for `γ` convex and positively homogeneous, each vector n has a point x of the Wulff shape with ⟨n, x⟩ = γ(n). The vector n need not have unit length; if it is nonzero, the plane in question lies at signed distance γ(n)/‖n‖ from the origin, and `γ` may be negative. The proof takes the linear function c n ↦ c γ(n) on the line through n, extends it by Hahn–Banach to a linear function on the whole space that stays below `γ`, and uses the Riesz representation to turn that function into the point x.

The first attempt, which Lean rejects:

```lean
import Mathlib

open scoped InnerProductSpace

namespace ExistsContactPoint

noncomputable section

variable {E : Type*} [NormedAddCommGroup E] [InnerProductSpace ℝ E]

/-- The Wulff shape of a surface energy `γ`: all points `x` with `⟨n, x⟩ ≤ γ n` for every
normal vector `n`. -/
def wulffShape (γ : E → ℝ) : Set E := {x | ∀ n, ⟪n, x⟫_ℝ ≤ γ n}

/-- Positive homogeneity: stretching the normal vector by `t > 0` multiplies the energy
by `t`. -/
def PosHomogeneous (γ : E → ℝ) : Prop := ∀ t : ℝ, 0 < t → ∀ n, γ (t • n) = t * γ n

/-- A positively homogeneous surface energy vanishes at the zero vector. -/
theorem PosHomogeneous.at_zero {γ : E → ℝ} (hh : PosHomogeneous γ) : γ 0 = 0 := by
  have h := hh 2 (by norm_num) 0
  rw [smul_zero] at h
  linarith

/-- A convex, positively homogeneous surface energy is subadditive in the normal vector. -/
theorem energy_add_le {γ : E → ℝ} (hc : ConvexOn ℝ Set.univ γ) (hh : PosHomogeneous γ)
    (m n : E) : γ (m + n) ≤ γ m + γ n := by
  have h := hc.2 (Set.mem_univ m) (Set.mem_univ n) (by norm_num : (0 : ℝ) ≤ 1 / 2)
    (by norm_num : (0 : ℝ) ≤ 1 / 2) (by norm_num)
  rw [← smul_add, hh _ (by norm_num)] at h
  simp only [smul_eq_mul] at h
  linarith

/-- Along the line through `n`, the linear function `c n ↦ c γ(n)` lies below a convex,
positively homogeneous energy `γ`. -/
theorem line_le_energy {γ : E → ℝ} (hc : ConvexOn ℝ Set.univ γ) (hh : PosHomogeneous γ)
    (n : E) (c : ℝ) : c * γ n ≤ γ (c • n) := by
  rcases lt_trichotomy c 0 with h | h | h
  · -- opposite normals: `0 = γ 0 ≤ γ (c n) + γ (-c n)`
    have h1 := energy_add_le hc hh (c • n) ((-c) • n)
    rw [← add_smul, add_neg_cancel, zero_smul, hh.at_zero, hh (-c) (by linarith)] at h1
    linarith
  · rw [h, zero_smul, hh.at_zero, zero_mul]
  · exact (hh c h n).ge

/-- For a convex, positively homogeneous surface energy in finite dimension, every plane
`⟨n, x⟩ = γ n` of the Wulff construction touches the Wulff shape. -/
theorem exists_contact_point [FiniteDimensional ℝ E] {γ : E → ℝ}
    (hc : ConvexOn ℝ Set.univ γ) (hh : PosHomogeneous γ) (n : E) :
    ∃ x ∈ wulffShape γ, ⟪n, x⟫_ℝ = γ n := by
  haveI : CompleteSpace E := FiniteDimensional.complete ℝ E
  have H : ∀ c : ℝ, c • n = 0 → c • γ n = 0 := by
    intro c h0
    rcases smul_eq_zero.mp h0 with h | h
    · rw [h, zero_smul]
    · rw [h, hh.at_zero, smul_zero]
  -- Hahn-Banach: extend `c n ↦ c γ(n)` to the whole space, staying below `γ`
  obtain ⟨g, hg, hle⟩ := exists_extension_of_le_sublinear
    (LinearPMap.mkSpanSingleton' n (γ n) H) γ (fun c h x => hh c h x)
    (energy_add_le hc hh) (by
      rintro ⟨y, hy⟩
      obtain ⟨c, rfl⟩ := Submodule.mem_span_singleton.mp hy
      rw [LinearPMap.mkSpanSingleton'_apply]
      exact line_le_energy hc hh n c)
  have hmem : n ∈ (LinearPMap.mkSpanSingleton' n (γ n) H).domain :=
    Submodule.mem_span_singleton_self n
  have hgn : g n = γ n :=
    (hg ⟨n, hmem⟩).trans (LinearPMap.mkSpanSingleton'_apply_self n (γ n) H hmem)
  -- Riesz: the functional is the inner product with a point of the crystal
  have hx : ∀ m, ⟪m, (InnerProductSpace.toDual ℝ E).symm
      (LinearMap.toContinuousLinearMap g)⟫_ℝ = g m := by
    intro m
    rw [real_inner_comm]
    exact InnerProductSpace.toDual_symm_apply
  exact ⟨_, fun m => (hx m).le.trans (hle m), (hx n).trans hgn⟩

end

end ExistsContactPoint
```

The error:

```
Main.lean:51:2: warning: Try this: 
  haveI̵

The goal is a proposition, so `have` is preferred over `haveI`.
The difference between `have` and `haveI` is that `haveI` inlines the value.
But this is not relevant for proofs because of proof irrelevance.

Note: This linter can be disabled with `set_option linter.style.haveILetI false`
Main.lean:65:55: error: Application type mismatch: The argument
  H
has type
  ∀ (c : ℝ), c • n = 0 → c • γ n = 0
but is expected to have type
  ∀ (c : ?m.236), c • n = 0 → ?m.225 c • γ n = 0
in the application
  LinearPMap.mkSpanSingleton' n (γ n) H
```

The error is in the statement of `hmem`. There `LinearPMap.mkSpanSingleton' n (γ n) H` stands alone before `.domain`, so nothing around it says what kind of partial linear map is meant. Lean expects a hypothesis about `?m.225 c • γ n`, where `?m.225` is a still unknown map on scalars, while `H` speaks of `c • γ n`. Lean does not work out from this that the map is the identity, and it reports a mismatch. The ascription `E →ₗ.[ℝ] ℝ` says that the map is linear over ℝ, which makes the scalar map the identity, and `H` then fits. The earlier use, inside `exists_extension_of_le_sublinear`, gets this type from that lemma.

In `hgn`, the arguments of `LinearPMap.mkSpanSingleton'_apply_self` become underscores, so Lean finds them from the equation it needs. No message concerns that line, so whether the old form would also have failed is not shown.

Replacing `haveI` with `have` only answers a style warning.

Fix (accepted with no message):

```diff
@@ -49,5 +49,5 @@
     (hc : ConvexOn ℝ Set.univ γ) (hh : PosHomogeneous γ) (n : E) :
     ∃ x ∈ wulffShape γ, ⟪n, x⟫_ℝ = γ n := by
-  haveI : CompleteSpace E := FiniteDimensional.complete ℝ E
+  have : CompleteSpace E := FiniteDimensional.complete ℝ E
   have H : ∀ c : ℝ, c • n = 0 → c • γ n = 0 := by
     intro c h0
@@ -63,8 +63,8 @@
       rw [LinearPMap.mkSpanSingleton'_apply]
       exact line_le_energy hc hh n c)
-  have hmem : n ∈ (LinearPMap.mkSpanSingleton' n (γ n) H).domain :=
+  have hmem : n ∈ (LinearPMap.mkSpanSingleton' n (γ n) H : E →ₗ.[ℝ] ℝ).domain :=
     Submodule.mem_span_singleton_self n
   have hgn : g n = γ n :=
-    (hg ⟨n, hmem⟩).trans (LinearPMap.mkSpanSingleton'_apply_self n (γ n) H hmem)
+    (hg ⟨n, hmem⟩).trans (LinearPMap.mkSpanSingleton'_apply_self _ _ _ _)
   -- Riesz: the functional is the inner product with a point of the crystal
   have hx : ∀ m, ⟪m, (InnerProductSpace.toDual ℝ E).symm
```
